# The erf-damped dipole tensor has a Gaussian trace, a finite contact limit and the point-dipole tail

I want the components of the damped dipole tensor to be actual derivatives of the potential $\phi(R)=\operatorname{erf}(R/s)/R$, with erf defined by its integral, and not closed damping formulas taken as the starting point. Here $R$ is the separation and $s>0$ is a damping length. The component along the separation is then $L=\phi''$, and the one perpendicular to it is $T=\phi'/R$.

The claim is that for $R>0$

$$L+2T=-\frac{4}{\sqrt\pi\,s^3}\,e^{-R^2/s^2},$$

that both components tend to $-4/(3\sqrt\pi\,s^3)$ as $R$ decreases to zero, and that $R^3L\to2$ and $R^3T\to-1$ at large separation. Can this be derived in full from those definitions, and can the derivation be checked in Lean?

## One damping function carries both components

Yes. Write $x=R/s$ and define

$$S(x)=\operatorname{erf}x-\frac{2}{\sqrt\pi}\,x\,e^{-x^2},\qquad \operatorname{erf}x=\frac{2}{\sqrt\pi}\int_0^x e^{-t^2}\,dt .$$

Since $\operatorname{erf}'x=\frac{2}{\sqrt\pi}e^{-x^2}$, the product rule gives

$$S'(x)=\frac{2}{\sqrt\pi}e^{-x^2}-\frac{2}{\sqrt\pi}\left(1-2x^2\right)e^{-x^2}=\frac{4}{\sqrt\pi}\,x^2e^{-x^2}.$$

The first derivative of the potential is

$$\phi'(R)=\frac{2}{\sqrt\pi}\frac{e^{-x^2}}{sR}-\frac{\operatorname{erf}x}{R^2}=-\frac{S(x)}{R^2}.$$

Differentiating again, with $dx/dR=1/s$ and $x^2/(sR^2)=1/s^3$,

$$\phi''(R)=\frac{2S(x)}{R^3}-\frac{S'(x)}{sR^2}=\frac{2S(x)}{R^3}-\frac{4}{\sqrt\pi\,s^3}e^{-x^2}.$$

So $T=-S/R^3$, and in $L+2T$ the terms in $S$ cancel. What remains is the Gaussian.

**Contact.** Both $S(x)$ and $x^3$ vanish at zero, and the ratio of their derivatives is $\frac{4}{3\sqrt\pi}e^{-x^2}$. L'Hôpital's rule therefore gives $S(x)/x^3\to\frac{4}{3\sqrt\pi}$. Because $T=-\frac{1}{s^3}\,S(x)/x^3$, its limit is $-\frac{4}{3\sqrt\pi\,s^3}$. The trace then fixes the other component:

$$L\to-\frac{4}{\sqrt\pi\,s^3}+\frac{8}{3\sqrt\pi\,s^3}=-\frac{4}{3\sqrt\pi\,s^3}.$$

**Large separation.** The Gaussian integral $\int_0^\infty e^{-t^2}dt=\sqrt\pi/2$ gives $\operatorname{erf}x\to1$. For $x\ge1$ we have $e^{-x^2}\le e^{-x}$, so $x^ne^{-x^2}\to0$ for every power $n$. Hence $S\to1$, $R^3T=-S\to-1$, and $R^3L=2S-\frac{4}{\sqrt\pi}x^3e^{-x^2}\to2$.

**A bound at every distance.** For $x>0$ the slope of $S$ is positive, and so is the slope of $\frac{4}{3\sqrt\pi}x^3-S(x)$, which equals $\frac{4}{\sqrt\pi}x^2(1-e^{-x^2})$. Both functions start at zero, so $0<S(x)<\frac{4}{3\sqrt\pi}x^3$. Multiplying by $-1/R^3$ gives

$$-\frac{4}{3\sqrt\pi\,s^3}<T<0\qquad(R>0).$$

The transverse coupling is therefore always weaker in magnitude than its contact limit.

Here is the complete file.

```lean
import Mathlib

open Filter Topology
open scoped Real

namespace DampedDipoleTensor

noncomputable section

/-- The error function, defined by its integral. -/
def erf (x : ℝ) : ℝ := 2 / √π * ∫ t in (0 : ℝ)..x, Real.exp (-t ^ 2)

/-- The damped Coulomb potential `erf(R/s)/R` with damping length `s`, for `s > 0` and `R ≠ 0`. -/
def phi (s R : ℝ) : ℝ := erf (R / s) / R

/-- The dipole tensor component along the separation, `φ''(R)`, for nonzero `s` and `R`. -/
def longitudinal (s R : ℝ) : ℝ := deriv (deriv (phi s)) R

/-- The dipole tensor component perpendicular to the separation, `φ'(R)/R`,
for nonzero `s` and `R`. -/
def transverse (s R : ℝ) : ℝ := deriv (phi s) R / R

/-- The transverse damping function `erf x - (2/√π) x exp(-x²)` of the reduced distance `x`. -/
def screen (x : ℝ) : ℝ := erf x - 2 / √π * (x * Real.exp (-x ^ 2))

/-- The slope of the error function is the Gaussian `(2/√π) exp(-x²)`. -/
theorem hasDerivAt_erf (x : ℝ) : HasDerivAt erf (2 / √π * Real.exp (-x ^ 2)) x := by
  have hc : Continuous fun t : ℝ => Real.exp (-t ^ 2) := by fun_prop
  exact (intervalIntegral.integral_hasDerivAt_right (hc.intervalIntegrable 0 x)
    (hc.stronglyMeasurableAtFilter _ _) hc.continuousAt).const_mul _

/-- The slope of the transverse damping function is `(4/√π) x² exp(-x²)`. -/
theorem hasDerivAt_screen (x : ℝ) :
    HasDerivAt screen (4 / √π * x ^ 2 * Real.exp (-x ^ 2)) x := by
  have hg : HasDerivAt (fun y : ℝ => Real.exp (-y ^ 2)) (Real.exp (-x ^ 2) * (-(2 * x))) x :=
    ((hasDerivAt_pow 2 x).fun_neg.exp).congr_deriv (by norm_num)
  exact ((hasDerivAt_erf x).fun_sub
    (((hasDerivAt_id' x).fun_mul hg).const_mul (2 / √π))).congr_deriv (by ring)

/-- For `R ≠ 0`, both tensor components times `R³` are functions of the reduced
distance `R/s` alone. -/
theorem components (s : ℝ) {R : ℝ} (hR : R ≠ 0) :
    R ^ 3 * transverse s R = -screen (R / s) ∧
    R ^ 3 * longitudinal s R =
      2 * screen (R / s) - 4 / √π * (R / s) ^ 3 * Real.exp (-(R / s) ^ 2) := by
  -- first derivative of the potential
  have h1 : ∀ r : ℝ, r ≠ 0 → HasDerivAt (phi s) (-(screen (r / s) / r ^ 2)) r := by
    intro r hr
    have he : HasDerivAt (fun y => erf (y / s))
        (2 / √π * Real.exp (-(r / s) ^ 2) * (1 / s)) r :=
      by
        have hc := (hasDerivAt_erf (r / s)).comp r ((hasDerivAt_id' r).div_const s)
        exact hc
    exact (he.fun_div (hasDerivAt_id' r) hr).congr_deriv (by unfold screen; ring)
  -- second derivative
  have h2 : HasDerivAt (deriv (phi s)) ((2 * screen (R / s)
      - 4 / √π * (R / s) ^ 3 * Real.exp (-(R / s) ^ 2)) / R ^ 3) R := by
    have hS : HasDerivAt (fun y => screen (y / s))
        (4 / √π * (R / s) ^ 2 * Real.exp (-(R / s) ^ 2) * (1 / s)) R :=
      by
        have hc := (hasDerivAt_screen (R / s)).comp R ((hasDerivAt_id' R).div_const s)
        exact hc
    have hq : HasDerivAt (fun y : ℝ => y ^ 2) (2 * R) R :=
      (hasDerivAt_pow 2 R).congr_deriv (by norm_num)
    have h := (hS.fun_div hq (pow_ne_zero 2 hR)).fun_neg
    refine (h.congr_of_eventuallyEq ?_).congr_deriv ?_
    · filter_upwards [isOpen_ne.mem_nhds hR] with r hr using (h1 r hr).deriv
    · rw [← neg_div, div_eq_div_iff (pow_ne_zero 2 (pow_ne_zero 2 hR)) (pow_ne_zero 3 hR)]
      ring
  constructor
  · rw [transverse, (h1 R hR).deriv]
    generalize screen (R / s) = S
    field_simp
  · rw [longitudinal, h2.deriv]
    exact mul_div_cancel₀ _ (pow_ne_zero 3 hR)

/-- The trace of the damped dipole tensor is a Gaussian: for `s, R > 0`,
`√π s³ (φ'' + 2 φ'/R) = -4 exp(-R²/s²)`. -/
theorem trace_eq_gaussian {s R : ℝ} (hs : 0 < s) (hR : 0 < R) :
    √π * s ^ 3 * (longitudinal s R + 2 * transverse s R) = -4 * Real.exp (-R ^ 2 / s ^ 2) := by
  obtain ⟨hT, hL⟩ := components s hR.ne'
  have hp : √π ≠ 0 := (Real.sqrt_pos.2 Real.pi_pos).ne'
  have hs' := hs.ne'
  have k : √π * s ^ 3 * (4 / √π * (R / s) ^ 3) = 4 * R ^ 3 := by field_simp
  have ha : -R ^ 2 / s ^ 2 = -(R / s) ^ 2 := by ring
  rw [ha]
  apply mul_left_cancel₀ (pow_ne_zero 3 hR.ne')
  linear_combination √π * s ^ 3 * (hL + 2 * hT) - Real.exp (-(R / s) ^ 2) * k

/-- At small reduced distance the transverse damping function vanishes as `4x³/(3√π)`. -/
theorem screen_contact :
    Tendsto (fun x => screen x / x ^ 3) (𝓝[>] 0) (𝓝 (4 / (3 * √π))) := by
  have h0 : Tendsto screen (𝓝[>] 0) (𝓝 0) := by
    have h := (hasDerivAt_screen 0).continuousAt.tendsto
    have hz : screen 0 = 0 := by simp [screen, erf]
    rw [hz] at h
    exact h.mono_left nhdsWithin_le_nhds
  have h3 : Tendsto (fun x : ℝ => x ^ 3) (𝓝[>] 0) (𝓝 0) := by
    have h := ((continuous_pow 3 : Continuous fun x : ℝ => x ^ 3).tendsto 0).mono_left
      (nhdsWithin_le_nhds (s := Set.Ioi 0))
    simpa using h
  have hq : Tendsto (fun x : ℝ => 4 / √π * x ^ 2 * Real.exp (-x ^ 2) / (3 * x ^ 2))
      (𝓝[>] 0) (𝓝 (4 / (3 * √π))) := by
    have hc : Continuous fun x : ℝ => 4 / (3 * √π) * Real.exp (-x ^ 2) := by fun_prop
    have h := (hc.tendsto 0).mono_left (nhdsWithin_le_nhds (s := Set.Ioi 0))
    have hv : 4 / (3 * √π) * Real.exp (-(0 : ℝ) ^ 2) = 4 / (3 * √π) := by norm_num
    rw [hv] at h
    refine h.congr' ?_
    filter_upwards [self_mem_nhdsWithin] with x hx
    have hx' : x ≠ 0 := ne_of_gt hx
    generalize Real.exp (-x ^ 2) = e
    field_simp
  -- l'Hôpital's rule
  refine HasDerivAt.lhopital_zero_nhdsGT (Eventually.of_forall hasDerivAt_screen)
    (Eventually.of_forall fun x => (hasDerivAt_pow 3 x).congr_deriv (by norm_num)) ?_ h0 h3 hq
  filter_upwards [self_mem_nhdsWithin] with x hx
  exact mul_ne_zero three_ne_zero (pow_ne_zero 2 (ne_of_gt hx))

/-- For `s > 0`, both components of the damped dipole tensor tend to the same finite value
`-4/(3√π s³)` as the separation decreases to zero. -/
theorem contact_limit {s : ℝ} (hs : 0 < s) :
    Tendsto (longitudinal s) (𝓝[>] 0) (𝓝 (-4 / (3 * √π * s ^ 3))) ∧
    Tendsto (transverse s) (𝓝[>] 0) (𝓝 (-4 / (3 * √π * s ^ 3))) := by
  have hs' := hs.ne'
  have hp : √π ≠ 0 := (Real.sqrt_pos.2 Real.pi_pos).ne'
  have hx : Tendsto (fun R : ℝ => R / s) (𝓝[>] 0) (𝓝[>] 0) := by
    refine tendsto_nhdsWithin_iff.2 ⟨?_, ?_⟩
    · have h := ((continuous_id.div_const s).tendsto (0 : ℝ)).mono_left
        (nhdsWithin_le_nhds (s := Set.Ioi 0))
      simpa using h
    · filter_upwards [self_mem_nhdsWithin] with R hR using div_pos hR hs
  have hT : Tendsto (transverse s) (𝓝[>] 0) (𝓝 (-4 / (3 * √π * s ^ 3))) := by
    have h := (screen_contact.comp hx).const_mul (-1 / s ^ 3)
    have hv : -1 / s ^ 3 * (4 / (3 * √π)) = -4 / (3 * √π * s ^ 3) := by ring
    rw [hv] at h
    refine h.congr' ?_
    filter_upwards [self_mem_nhdsWithin] with R hR
    have hR' : R ≠ 0 := ne_of_gt hR
    have hc := (components s hR').1
    apply mul_left_cancel₀ (pow_ne_zero 3 hR')
    rw [hc, Function.comp_apply]
    generalize screen (R / s) = S
    field_simp
  refine ⟨?_, hT⟩
  -- the longitudinal limit follows from the trace
  have hc : Continuous fun R : ℝ => -4 * Real.exp (-R ^ 2 / s ^ 2) / (√π * s ^ 3) := by
    fun_prop
  have h := ((hc.tendsto 0).mono_left (nhdsWithin_le_nhds (s := Set.Ioi 0))).sub
    (hT.const_mul 2)
  have hv : -4 * Real.exp (-(0 : ℝ) ^ 2 / s ^ 2) / (√π * s ^ 3)
      - 2 * (-4 / (3 * √π * s ^ 3)) = -4 / (3 * √π * s ^ 3) := by
    have h1 : Real.exp (-(0 : ℝ) ^ 2 / s ^ 2) = 1 := by norm_num
    rw [h1]
    ring
  rw [hv] at h
  refine h.congr' ?_
  filter_upwards [self_mem_nhdsWithin] with R hR
  rw [← trace_eq_gaussian hs hR, mul_div_cancel_left₀ _ (mul_ne_zero hp (pow_ne_zero 3 hs'))]
  ring

/-- For `s > 0`, the point-dipole tensor is recovered at large separation: `R³ φ''` tends
to `2` and `R³ (φ'/R)` tends to `-1`. -/
theorem far_limit {s : ℝ} (hs : 0 < s) :
    Tendsto (fun R => R ^ 3 * longitudinal s R) atTop (𝓝 2) ∧
    Tendsto (fun R => R ^ 3 * transverse s R) atTop (𝓝 (-1)) := by
  have hp : √π ≠ 0 := (Real.sqrt_pos.2 Real.pi_pos).ne'
  -- the error function saturates at one
  have herf : Tendsto erf atTop (𝓝 1) := by
    have h := (MeasureTheory.intervalIntegral_tendsto_integral_Ioi 0
      (integrable_exp_neg_mul_sq (b := 1) one_pos).integrableOn tendsto_id).const_mul (2 / √π)
    have e : 2 / √π * (√(π / 1) / 2) = 1 := by
      rw [div_one]
      field_simp
    rw [integral_gaussian_Ioi, e] at h
    exact h.congr fun x => by simp [erf]
  -- Gaussian tails beat every power
  have htail : ∀ n : ℕ, Tendsto (fun x : ℝ => x ^ n * Real.exp (-x ^ 2)) atTop (𝓝 0) := by
    intro n
    refine squeeze_zero' ?_ ?_ (Real.tendsto_pow_mul_exp_neg_atTop_nhds_zero n)
    · filter_upwards [eventually_ge_atTop 0] with x hx
      positivity
    · filter_upwards [eventually_ge_atTop 1] with x hx
      have h1 : -x ^ 2 ≤ -x := by nlinarith
      exact mul_le_mul_of_nonneg_left (Real.exp_le_exp.2 h1) (pow_nonneg (by linarith) n)
  have hS : Tendsto screen atTop (𝓝 1) := by
    have h := herf.sub ((htail 1).const_mul (2 / √π))
    rw [mul_zero, sub_zero] at h
    exact h.congr fun x => by rw [screen, pow_one]
  have hx : Tendsto (fun R : ℝ => R / s) atTop atTop := tendsto_id.atTop_div_const hs
  constructor
  · have h := ((hS.const_mul 2).sub ((htail 3).const_mul (4 / √π))).comp hx
    rw [mul_zero, sub_zero, mul_one] at h
    refine h.congr' ?_
    filter_upwards [eventually_gt_atTop 0] with R hR
    rw [(components s hR.ne').2, Function.comp_apply]
    ring
  · refine (hS.comp hx).neg.congr' ?_
    filter_upwards [eventually_gt_atTop 0] with R hR
    rw [(components s hR.ne').1, Function.comp_apply]

/-- For `s, R > 0`, the transverse component is negative and lies strictly above
`-4/(3√π s³)`. -/
theorem transverse_bounds {s R : ℝ} (hs : 0 < s) (hR : 0 < R) :
    -4 / (3 * √π * s ^ 3) < transverse s R ∧ transverse s R < 0 := by
  have hp : 0 < √π := Real.sqrt_pos.2 Real.pi_pos
  have hz : screen 0 = 0 := by simp [screen, erf]
  -- a function that starts at zero with positive slope stays positive
  have key : ∀ f f' : ℝ → ℝ, f 0 = 0 → (∀ x, HasDerivAt f (f' x) x) →
      (∀ x, 0 < x → 0 < f' x) → ∀ x, 0 < x → 0 < f x := by
    intro f f' h0 hd hpos x hx
    have hm : StrictMonoOn f (Set.Ici 0) := strictMonoOn_of_deriv_pos (convex_Ici 0)
      (fun y _ => (hd y).continuousAt.continuousWithinAt) (fun y hy => by
        rw [interior_Ici] at hy
        rw [(hd y).deriv]
        exact hpos y hy)
    have h := hm (Set.mem_Ici.2 le_rfl) (Set.mem_Ici.2 hx.le) hx
    rwa [h0] at h
  have hlo := key screen _ hz hasDerivAt_screen (fun x hx => by positivity) (R / s) (div_pos hR hs)
  have hup := key (fun x => 4 / (3 * √π) * x ^ 3 - screen x)
    (fun x => 4 / √π * x ^ 2 * (1 - Real.exp (-x ^ 2))) (by simp [hz])
    (fun x => (((hasDerivAt_pow 3 x).const_mul (4 / (3 * √π))).fun_sub
      (hasDerivAt_screen x)).congr_deriv (by norm_num; ring))
    (fun x hx => by
      have h1 : Real.exp (-x ^ 2) < 1 := Real.exp_lt_one_iff.2 (by linarith [pow_pos hx 2])
      have h2 : 0 < 1 - Real.exp (-x ^ 2) := by linarith
      positivity) (R / s) (div_pos hR hs)
  have hT := (components s hR.ne').1
  have hR3 : 0 < R ^ 3 := pow_pos hR 3
  constructor
  · have e : R ^ 3 * (-4 / (3 * √π * s ^ 3)) = -(4 / (3 * √π) * (R / s) ^ 3) := by ring
    refine lt_of_mul_lt_mul_left ?_ hR3.le
    rw [hT, e]
    linarith
  · refine lt_of_mul_lt_mul_left ?_ hR3.le
    rw [hT, mul_zero]
    linarith

end

end DampedDipoleTensor
```

```lean
#print axioms DampedDipoleTensor.trace_eq_gaussian
#print axioms DampedDipoleTensor.contact_limit
#print axioms DampedDipoleTensor.far_limit
#print axioms DampedDipoleTensor.transverse_bounds
```

```
'DampedDipoleTensor.trace_eq_gaussian' depends on axioms: [propext, Classical.choice, Quot.sound]
'DampedDipoleTensor.contact_limit' depends on axioms: [propext, Classical.choice, Quot.sound]
'DampedDipoleTensor.far_limit' depends on axioms: [propext, Classical.choice, Quot.sound]
'DampedDipoleTensor.transverse_bounds' depends on axioms: [propext, Classical.choice, Quot.sound]
```

## What the Lean statements say about the tensor

`erf` is the integral above, `phi s R` is the potential, and `screen` is $S$. The components $L$ and $T$ are `longitudinal s R` and `transverse s R`, both built from Lean's `deriv`. That operator returns zero where a function is not differentiable, so the proof first establishes that the derivatives exist at every $R\neq0$.

Four theorems hold the physical content, all for $s>0$:

- `trace_eq_gaussian` is the trace identity for $R>0$, multiplied through by $\sqrt\pi\,s^3$. In Lean `-R ^ 2` means $-(R^2)$, so the exponent is the intended one.
- `contact_limit` gives the common limit of $L$ and $T$. The filter `𝓝[>] 0` means that $R$ approaches zero through positive values; nothing is said about the point $R=0$ itself.
- `far_limit` gives the limits $2$ and $-1$, with `atTop` standing for $R\to\infty$.
- `transverse_bounds` gives the strict bounds on $T$ for $R>0$.

The units set the Coulomb prefactor to one. The sign convention is that of $\nabla\nabla\phi$, so two dipoles interact with energy $-\boldsymbol\mu\cdot(\nabla\nabla\phi)\,\boldsymbol\mu'$.

The potential is an assumption of the model: it is that of a normalised spherical Gaussian charge, $e^{-R^2/s^2}/(\pi^{3/2}s^3)$, and the trace identity is Poisson's equation for it. The file works with the radial function only. It does not build the $3\times3$ matrix of second derivatives or show that $L$ and $T$ are its eigenvalues, and it does not treat anisotropic charge clouds.

## From the slope of erf to the limits

`hasDerivAt_erf` is the fundamental theorem of calculus, and `hasDerivAt_screen` is the product rule that gives $S'$.

The lemma `components` performs the two differentiations. Its step `h1` proves $\phi'=-S/R^2$ at every nonzero point. The formula at $R$ alone would not be enough for `h2`, since differentiating $\phi'$ at $R$ involves its values in a neighbourhood of $R$; `congr_of_eventuallyEq` makes that replacement. The results are stated as $R^3T$ and $R^3L$.

In `trace_eq_gaussian` both sides are multiplied by $R^3$, and `linear_combination` adds the longitudinal formula to twice the transverse one, which is the cancellation of $S$ seen above.

`screen_contact` applies l'Hôpital's rule to $S(x)/x^3$. `contact_limit` substitutes $x=R/s$ to obtain the limit of $T$, then subtracts $2T$ from the trace to obtain that of $L$.

In `far_limit`, `herf` is the saturation of erf by the Gaussian integral, and `htail` is the comparison with $e^{-x}$. In `transverse_bounds`, `key` says that a function starting at zero with positive slope stays positive. It is used twice, once for each side of the inequality on $S$.

## Evaluating the tensor in a dispersion code

Some many-body dispersion models represent atoms as isotropic oscillators with Gaussian charge clouds and couple them through this tensor; range-separated variants apply a further damping function. Within the model that uses the tensor as it stands, the result says that the dipole coupling of a pair stays finite as the atoms approach each other. For clouds with densities proportional to $e^{-r^2/\sigma_i^2}$ and $e^{-r^2/\sigma_j^2}$, the damping length is $s=\sqrt{\sigma_i^2+\sigma_j^2}$.

A routine computes $x=R/s$ and $S(x)$, forms $L$ and $T$, and assembles the Cartesian elements with the unit vector $\mathbf n$ along the separation:

$$\partial_a\partial_b\phi=T\,\delta_{ab}+(L-T)\,n_an_b .$$

At small $x$ the two terms of $S$ nearly cancel, and floating-point evaluation loses digits. The series

$$\frac{S(x)}{x^3}=\frac{4}{\sqrt\pi}\left(\frac13-\frac{x^2}{5}+\frac{x^4}{14}-\cdots\right)$$

avoids this.

Comparing the trace of the assembled matrix with the Gaussian checks the Gaussian term in $L$ and the relative factor between the $S$ terms of $L$ and $T$. It does not test $S$ itself, which cancels from the trace whatever value the routine gave it. Nor does it test the off-diagonal elements or the direction of $\mathbf n$, since every unit vector gives the same trace. The contact and large-distance limits test $S$ only at the two ends of its range; in between, $S(x)$ can be compared with a numerical integral of $\frac{4}{\sqrt\pi}t^2e^{-t^2}$ from $0$ to $x$.
